# Without a magnetic field, a symmetric positive definite collision matrix makes the real part of the longitudinal AC conductivity largest at zero frequency

To compute the longitudinal AC conductivity in a spatially uniform electric field, without a magnetic field, from a linearised Boltzmann equation with finitely many orthonormal modes, one can solve $(C-iwI)x=b$ at each frequency $w$ on a grid and form $s(w)=b^Tx$. If the collision matrix $C$ is real, symmetric and positive definite, and the drive $b$ is real, each system has a unique solution. Negative frequencies need no separate solve, since $s(-w)=\overline{s(w)}$, and a computed $\mathrm{Re}\,s(w)$ outside $[0,s(0)]$ signals an error.

## The model

The modes are labelled by a finite type `n`.

In Lean 4 with Mathlib:

```lean
import Mathlib

open Matrix
open scoped ComplexConjugate

namespace BoltzmannACConductivity

noncomputable section

variable {n : Type*} [Fintype n] [DecidableEq n]
```

The time dependence is $e^{-iwt}$, and the identity beside $iw$ means that the modes are orthonormal. The real matrix $C$ is embedded entrywise in the complex matrices.

```lean
/-- The matrix `C - i w I` of the linearised Boltzmann equation at frequency `w`. -/
def relaxationMatrix (C : Matrix n n ℝ) (w : ℝ) : Matrix n n ℂ :=
  C.map (fun r => (r : ℂ)) - (Complex.I * (w : ℂ)) • (1 : Matrix n n ℂ)
```

The same vector $b$ describes the drive and the measured current, so $s$ is a longitudinal conductivity, with physical prefactors absorbed into $b$. The inverse is the matrix inverse, not a relaxation-time approximation.

```lean
/-- The conductivity `s(w) = bᵀ (C - i w I)⁻¹ b`, for `C - i w I` invertible. -/
def conductivity (C : Matrix n n ℝ) (b : n → ℝ) (w : ℝ) : ℂ :=
  (fun i => (b i : ℂ)) ⬝ᵥ ((relaxationMatrix C w)⁻¹ *ᵥ fun i => (b i : ℂ))
```

## Dissipation and reciprocity

The hypothesis `C.PosDef` contains both symmetry and positivity. Positivity, $x\cdot Cx>0$ for $x\neq0$, says that collisions damp every mode. The model therefore contains no conserved quantities: particle number, which a uniform field does not excite, must already have been projected out.

```lean
omit [DecidableEq n] in
/-- For a positive definite collision matrix the dissipation `x · C x` is nonnegative,
and it vanishes only for `x = 0`. -/
theorem dissipation {C : Matrix n n ℝ} (hC : C.PosDef) (x : n → ℝ) :
    0 ≤ x ⬝ᵥ C *ᵥ x ∧ (x ⬝ᵥ C *ᵥ x = 0 → x = 0) := by
  by_cases hx : x = 0
  · simp [hx]
  · have h : 0 < x ⬝ᵥ C *ᵥ x := by
      simpa using hC.dotProduct_mulVec_pos hx
    exact ⟨h.le, fun h0 => absurd h0 h.ne'⟩
```

Symmetry gives $x\cdot Cy=y\cdot Cx$. Physically, it expresses detailed balance: in equilibrium, each scattering process is as frequent as its reverse. Both properties are assumed here, not derived from a scattering mechanism.

```lean
omit [DecidableEq n] in
/-- Reciprocity: for a real symmetric positive definite `C`, `x · C y = y · C x`. -/
theorem reciprocity {C : Matrix n n ℝ} (hC : C.PosDef) (x y : n → ℝ) :
    x ⬝ᵥ C *ᵥ y = y ⬝ᵥ C *ᵥ x := by
  have hT : Cᵀ = C := by
    ext i j
    simpa using hC.isHermitian.apply i j
  rw [Matrix.dotProduct_mulVec, ← Matrix.mulVec_transpose, hT, dotProduct_comm]
```

## Invertibility at every real frequency

For real vectors $u$ and $v$,

$$(C-iwI)(u+iv)=(Cu+wv)+i(Cv-wu).$$

```lean
/-- Acting on `u + i v`, the matrix `C - i w I` gives the in-phase part `C u + w v`
and the out-of-phase part `C v - w u`. -/
theorem relaxationMatrix_mulVec (C : Matrix n n ℝ) (w : ℝ) (u v : n → ℝ) :
    relaxationMatrix C w *ᵥ (fun i => (u i : ℂ) + (v i : ℂ) * Complex.I) =
      fun i => (((C *ᵥ u + w • v) i : ℝ) : ℂ) +
        (((C *ᵥ v - w • u) i : ℝ) : ℂ) * Complex.I := by
  ext i
  rw [relaxationMatrix, Matrix.sub_mulVec, Matrix.smul_mulVec, Matrix.one_mulVec]
  apply Complex.ext <;>
    simp [Matrix.mulVec, dotProduct, Complex.re_sum, Complex.im_sum]
```

If this vanishes, take the dot product of the real part with $u$ and of the imaginary part with $v$:

$$u\cdot Cu+w\,u\cdot v=0,\qquad v\cdot Cv-w\,u\cdot v=0.$$

The sum is $u\cdot Cu+v\cdot Cv=0$, so $u=v=0$. The proof starts from a kernel vector supplied by a zero determinant and obtains this contradiction.

```lean
/-- For a positive definite collision matrix, `C - i w I` is invertible at every real
frequency. -/
theorem relaxationMatrix_isUnit {C : Matrix n n ℝ} (hC : C.PosDef) (w : ℝ) :
    IsUnit (relaxationMatrix C w) := by
  rw [Matrix.isUnit_iff_isUnit_det, isUnit_iff_ne_zero]
  intro hdet
  obtain ⟨x, hx, h0⟩ := Matrix.exists_mulVec_eq_zero_iff.mpr hdet
  obtain ⟨u, v, rfl⟩ : ∃ u v : n → ℝ, x = fun i => (u i : ℂ) + (v i : ℂ) * Complex.I :=
    ⟨fun i => (x i).re, fun i => (x i).im,
      funext fun i => (Complex.re_add_im (x i)).symm⟩
  rw [relaxationMatrix_mulVec] at h0
  have h1 : C *ᵥ u + w • v = 0 := by
    ext i
    simpa using congrArg Complex.re (congrFun h0 i)
  have h2 : C *ᵥ v - w • u = 0 := by
    ext i
    simpa using congrArg Complex.im (congrFun h0 i)
  -- the reactive terms cancel, so the total dissipation vanishes
  have e1 := congrArg (fun t => u ⬝ᵥ t) h1
  have e2 := congrArg (fun t => v ⬝ᵥ t) h2
  simp only [dotProduct_add, dotProduct_sub, dotProduct_smul, dotProduct_zero,
    smul_eq_mul] at e1 e2
  rw [dotProduct_comm v u] at e2
  have du := dissipation hC u
  have dv := dissipation hC v
  have hu : u = 0 := du.2 (by linarith [du.1, dv.1])
  have hv : v = 0 := dv.2 (by linarith [du.1, dv.1])
  apply hx
  funext i
  simp [hu, hv]
```

## A real equation for the response

Consider $C^2z+w^2z=b$. If $b=0$, the dot product with $Cz$ gives

$$Cz\cdot C(Cz)+w^2\,z\cdot Cz=0.$$

Both terms are nonnegative, so $Cz=0$ and then $z=0$. The matrix $C^2+w^2I$ is therefore invertible, and a solution exists for every $b$.

```lean
/-- For positive definite `C`, the real equation `C² z + w² z = b` has a solution for
every drive `b` and frequency `w`. -/
theorem exists_response {C : Matrix n n ℝ} (hC : C.PosDef) (b : n → ℝ) (w : ℝ) :
    ∃ z : n → ℝ, C *ᵥ (C *ᵥ z) + w ^ 2 • z = b := by
  have hK : ∀ z : n → ℝ, (C * C + w ^ 2 • (1 : Matrix n n ℝ)) *ᵥ z =
      C *ᵥ (C *ᵥ z) + w ^ 2 • z := by
    intro z
    rw [Matrix.add_mulVec, Matrix.smul_mulVec, Matrix.one_mulVec, Matrix.mulVec_mulVec]
  have hdet : (C * C + w ^ 2 • (1 : Matrix n n ℝ)).det ≠ 0 := by
    intro hd
    obtain ⟨z, hz, h0⟩ := Matrix.exists_mulVec_eq_zero_iff.mpr hd
    rw [hK] at h0
    have e := congrArg (fun t => (C *ᵥ z) ⬝ᵥ t) h0
    simp only [dotProduct_add, dotProduct_smul, dotProduct_zero, smul_eq_mul] at e
    rw [dotProduct_comm (C *ᵥ z) z] at e
    have d := dissipation hC (C *ᵥ z)
    have d' := mul_nonneg (sq_nonneg w) (dissipation hC z).1
    have hCz : C *ᵥ z = 0 := d.2 (by linarith [d.1])
    exact hz ((dissipation hC z).2 (by rw [hCz, dotProduct_zero]))
  refine ⟨(C * C + w ^ 2 • (1 : Matrix n n ℝ))⁻¹ *ᵥ b, ?_⟩
  rw [← hK, Matrix.mulVec_mulVec, Matrix.mul_nonsing_inv _ (isUnit_iff_ne_zero.mpr hdet),
    Matrix.one_mulVec]
```

The complex response is $x=Cz+iwz$, because

$$(C-iwI)(Cz+iwz)=C^2z+w^2z+i(wCz-wCz)=b.$$

Hence $\mathrm{Re}\,s(w)=b\cdot Cz$ and $\mathrm{Im}\,s(w)=w\,b\cdot z$. This step uses invertibility but not symmetry.

```lean
/-- If `C - i w I` is invertible and `C² z + w² z = b`, then `Re s(w) = b · C z` and
`Im s(w) = w (b · z)`. -/
theorem conductivity_parts {C : Matrix n n ℝ} {b z : n → ℝ} {w : ℝ}
    (hM : IsUnit (relaxationMatrix C w)) (hz : C *ᵥ (C *ᵥ z) + w ^ 2 • z = b) :
    (conductivity C b w).re = b ⬝ᵥ C *ᵥ z ∧
      (conductivity C b w).im = w * (b ⬝ᵥ z) := by
  have h1 : C *ᵥ (C *ᵥ z) + w • w • z = b := by rw [← hz, smul_smul, sq]
  have h2 : C *ᵥ (w • z) - w • (C *ᵥ z) = 0 := by rw [Matrix.mulVec_smul, sub_self]
  -- the complex response is `C z + i w z`
  have hx : relaxationMatrix C w *ᵥ
      (fun i => (((C *ᵥ z) i : ℝ) : ℂ) + (((w • z) i : ℝ) : ℂ) * Complex.I) =
      fun i => (b i : ℂ) := by
    rw [relaxationMatrix_mulVec, h1, h2]
    simp
  have hs : conductivity C b w =
      ((b ⬝ᵥ C *ᵥ z : ℝ) : ℂ) + ((w * (b ⬝ᵥ z) : ℝ) : ℂ) * Complex.I := by
    have hinv : (relaxationMatrix C w)⁻¹ *ᵥ (fun i => (b i : ℂ)) =
        fun i => (((C *ᵥ z) i : ℝ) : ℂ) + (((w • z) i : ℝ) : ℂ) * Complex.I := by
      rw [← hx, Matrix.mulVec_mulVec,
        Matrix.nonsing_inv_mul _ ((Matrix.isUnit_iff_isUnit_det _).mp hM),
        Matrix.one_mulVec]
    rw [conductivity, hinv]
    simp only [dotProduct, Complex.ofReal_sum, Complex.ofReal_mul, Pi.smul_apply,
      smul_eq_mul, mul_add, Finset.sum_add_distrib, Finset.mul_sum, Finset.sum_mul]
    congr 1
    exact Finset.sum_congr rfl fun i _ => by ring
  rw [hs]
  constructor <;> simp
```

## Comparing two frequencies

Let $y$ solve the real equation at $w_1$ and $z$ at $w_2$. If $q$ solves it at $w$, then reciprocity gives, for any $r$,

$$b\cdot Cr=Cr\cdot C(Cq)+w^2\,r\cdot Cq.$$

Apply this with $(q,r)=(y,y)$, $(y,z)$ and $(z,z)$, and write $\mathrm{Re}\,s(w_1)-\mathrm{Re}\,s(w_2)$ as $b\cdot Cy-2\,b\cdot Cz+b\cdot Cz$. With $e=y-z$, this becomes

$$(w_2^2-w_1^2)\,z\cdot Cz+Ce\cdot C(Ce)+w_1^2\,e\cdot Ce.$$

The last two terms are nonnegative. In the code, `h1`, `h2` and `h3` are the three instances, `a1` and `a2` the two signs, and `linarith` combines them.

```lean
/-- For positive definite `C` and `C² z + w₂² z = b`, the drop of `Re s` from `w₁` to `w₂`
is at least `(w₂² - w₁²) z · C z`. -/
theorem absorption_drop {C : Matrix n n ℝ} (hC : C.PosDef) {b z : n → ℝ} (w₁ : ℝ) {w₂ : ℝ}
    (hz : C *ᵥ (C *ᵥ z) + w₂ ^ 2 • z = b) :
    (w₂ ^ 2 - w₁ ^ 2) * (z ⬝ᵥ C *ᵥ z) ≤
      (conductivity C b w₁).re - (conductivity C b w₂).re := by
  obtain ⟨y, hy⟩ := exists_response hC b w₁
  rw [(conductivity_parts (relaxationMatrix_isUnit hC w₁) hy).1,
    (conductivity_parts (relaxationMatrix_isUnit hC w₂) hz).1]
  have p : ∀ (w : ℝ) (q r : n → ℝ), C *ᵥ (C *ᵥ q) + w ^ 2 • q = b →
      b ⬝ᵥ C *ᵥ r = (C *ᵥ r) ⬝ᵥ C *ᵥ (C *ᵥ q) + w ^ 2 * (r ⬝ᵥ C *ᵥ q) := by
    intro w q r h
    rw [← h, add_dotProduct, smul_dotProduct, smul_eq_mul,
      dotProduct_comm (C *ᵥ (C *ᵥ q)) (C *ᵥ r), reciprocity hC q r]
  have h1 := p w₁ y y hy
  have h2 := p w₁ y z hy
  have h3 := p w₂ z z hz
  -- dissipation of the difference of the two responses
  have a1 := (dissipation hC (C *ᵥ y - C *ᵥ z)).1
  have a2 := mul_nonneg (sq_nonneg w₁) (dissipation hC (y - z)).1
  simp only [Matrix.mulVec_sub, dotProduct_sub, sub_dotProduct] at a1 a2
  rw [reciprocity hC (C *ᵥ y) (C *ᵥ z)] at a1
  rw [reciprocity hC y z] at a2
  linarith
```

Setting $w_1=0$ and $w_2=w$ gives the upper bound. The lower bound follows from

$$\mathrm{Re}\,s(w)=Cz\cdot C(Cz)+w^2\,z\cdot Cz\ge0.$$

The same $z$ serves $w$ and $-w$, so the real part is even and the imaginary part odd; the latter vanishes at $w=0$.

```lean
/-- For a real symmetric positive definite collision matrix, `C - i w I` is invertible,
`0 ≤ Re s(w) ≤ Re s(0)`, `s(0)` is real, and `s(-w)` is the conjugate of `s(w)`. -/
theorem conductivity_bounds {C : Matrix n n ℝ} (hC : C.PosDef) (b : n → ℝ) (w : ℝ) :
    IsUnit (relaxationMatrix C w) ∧ 0 ≤ (conductivity C b w).re ∧
      (conductivity C b w).re ≤ (conductivity C b 0).re ∧
      (conductivity C b 0).im = 0 ∧
      conductivity C b (-w) = conj (conductivity C b w) := by
  obtain ⟨z, hz⟩ := exists_response hC b w
  obtain ⟨y, hy⟩ := exists_response hC b 0
  have hs := conductivity_parts (relaxationMatrix_isUnit hC w) hz
  have hz' : C *ᵥ (C *ᵥ z) + (-w) ^ 2 • z = b := by rw [neg_sq]; exact hz
  have hs' := conductivity_parts (relaxationMatrix_isUnit hC (-w)) hz'
  have hd := mul_nonneg (sq_nonneg w) (dissipation hC z).1
  refine ⟨relaxationMatrix_isUnit hC w, ?_, ?_, ?_, ?_⟩
  · rw [hs.1, ← hz, add_dotProduct, smul_dotProduct, smul_eq_mul,
      dotProduct_comm (C *ᵥ (C *ᵥ z)) (C *ᵥ z)]
    exact add_nonneg (dissipation hC (C *ᵥ z)).1 hd
  · have h := absorption_drop hC 0 hz
    linarith
  · rw [(conductivity_parts (relaxationMatrix_isUnit hC 0) hy).2, zero_mul]
  · apply Complex.ext
    · rw [Complex.conj_re, hs.1, hs'.1]
    · rw [Complex.conj_im, hs.2, hs'.2, neg_mul]
```

If $b\neq0$, then $z\neq0$ and $z\cdot Cz>0$, so the drop is strict whenever $|w_1|<|w_2|$.

```lean
/-- For positive definite `C` and a nonzero drive `b`, `Re s` strictly decreases as the
magnitude of the frequency grows. -/
theorem re_conductivity_strict_decrease {C : Matrix n n ℝ} (hC : C.PosDef) {b : n → ℝ}
    (hb : b ≠ 0) {w₁ w₂ : ℝ} (hw : |w₁| < |w₂|) :
    (conductivity C b w₂).re < (conductivity C b w₁).re := by
  obtain ⟨z, hz⟩ := exists_response hC b w₂
  have hz0 : z ≠ 0 := by
    rintro rfl
    exact hb (by simpa using hz.symm)
  have d := dissipation hC z
  have hpos : 0 < z ⬝ᵥ C *ᵥ z := lt_of_le_of_ne d.1 fun h => hz0 (d.2 h.symm)
  have h := absorption_drop hC w₁ hz
  have h' := mul_pos (sub_pos.mpr (sq_lt_sq.mpr hw)) hpos
  linarith
```

With a single mode and $C=1/\tau$, where $\tau>0$ is the relaxation time, this is the Drude form $\mathrm{Re}\,s(w)=b^2\tau/(1+w^2\tau^2)$.

## What a magnetic field changes

In a magnetic field the Lorentz force adds an antisymmetric term to the linearised equation. It is not a collision term, but it can be included in $C$, where it rotates the response without dissipating.

```lean
/-- A two-component matrix: the identity as collision part, plus an antisymmetric part of the kind
that the Lorentz force in a magnetic field produces. -/
def magneticCollision : Matrix (Fin 2) (Fin 2) ℝ := !![1, -2; 2, 1]
```

Here $x\cdot Cx=x\cdot x$, yet for $b=(1,0)$

$$s(w)=\frac{1-iw}{(1-iw)^2+4},$$

so $\mathrm{Re}\,s(0)=1/5$ and $\mathrm{Re}\,s(2)=9/17$. Positive dissipation alone does not give the upper bound. The proof supplies explicit solutions $z$ at the two frequencies and reads off $b\cdot Cz$.

```lean
/-- Without symmetry of `C`, `Re s(w)` can exceed `Re s(0)` even if the dissipation is positive:
`magneticCollision` has dissipation `x · C x = x · x`, but for the drive `(1, 0)` it has
`Re s(0) = 1/5` and `Re s(2) = 9/17`. -/
theorem symmetry_needed :
    (∀ x : Fin 2 → ℝ, x ⬝ᵥ magneticCollision *ᵥ x = x ⬝ᵥ x) ∧
      (conductivity magneticCollision ![1, 0] 0).re = 1 / 5 ∧
      (conductivity magneticCollision ![1, 0] 2).re = 9 / 17 := by
  have hU : ∀ w : ℝ, w ^ 2 ≠ 5 → IsUnit (relaxationMatrix magneticCollision w) := by
    intro w hw
    rw [Matrix.isUnit_iff_isUnit_det, isUnit_iff_ne_zero, Matrix.det_fin_two]
    intro h
    apply hw
    have h' := congrArg Complex.re h
    simp [relaxationMatrix, magneticCollision] at h'
    nlinarith
  have h0 : magneticCollision *ᵥ (magneticCollision *ᵥ ![-3 / 25, -4 / 25]) +
      (0 : ℝ) ^ 2 • ![-3 / 25, -4 / 25] = ![1, 0] := by
    ext i
    fin_cases i <;>
      norm_num [magneticCollision, Matrix.mulVec, dotProduct, Fin.sum_univ_two]
  have h2 : magneticCollision *ᵥ (magneticCollision *ᵥ ![1 / 17, -4 / 17]) +
      (2 : ℝ) ^ 2 • ![1 / 17, -4 / 17] = ![1, 0] := by
    ext i
    fin_cases i <;>
      norm_num [magneticCollision, Matrix.mulVec, dotProduct, Fin.sum_univ_two]
  refine ⟨fun x => ?_, ?_, ?_⟩
  · simp [magneticCollision, Matrix.mulVec, dotProduct, Fin.sum_univ_two]
    ring
  · rw [(conductivity_parts (hU 0 (by norm_num)) h0).1]
    norm_num [magneticCollision, Matrix.mulVec, dotProduct, Fin.sum_univ_two]
  · rw [(conductivity_parts (hU 2 (by norm_num)) h2).1]
    norm_num [magneticCollision, Matrix.mulVec, dotProduct, Fin.sum_univ_two]

end

end BoltzmannACConductivity
```

```lean
#print axioms BoltzmannACConductivity.conductivity_bounds
-- 'BoltzmannACConductivity.conductivity_bounds' depends on axioms: [propext, Classical.choice, Quot.sound]
#print axioms BoltzmannACConductivity.re_conductivity_strict_decrease
-- 'BoltzmannACConductivity.re_conductivity_strict_decrease' depends on axioms: [propext, Classical.choice, Quot.sound]
#print axioms BoltzmannACConductivity.symmetry_needed
-- 'BoltzmannACConductivity.symmetry_needed' depends on axioms: [propext, Classical.choice, Quot.sound]
```
